# The double-commutator correction keeps nonpositive lattice hopping nonpositive exactly when τ|V_i − V_j| ≤ √24 on every bond

Discrete-time path-integral Monte Carlo for a particle on a lattice can use, for each time slice, a table of hopping weights, the entries of exp(−τK). Here K is the hopping matrix, τ is the imaginary-time step, and ħ = 1. One improved action builds the table from a corrected matrix instead:

K' = K + (τ²/24)[V, [K, V]]

V is the diagonal matrix of site potentials. Used in the symmetric product exp(−τV/2) exp(−τK') exp(−τV/2), this correction cancels the leading τ² error of the partition function at fixed temperature.

In the continuum, the double commutator of the kinetic energy with V is a function of position, proportional to |∇V|², and acts as an extra potential. On a lattice it is a hopping term with sign opposite to K. If the potential changes too much between two sites, the corrected amplitude has the wrong sign, and negative weights can appear. The results below give the threshold for a finite one-particle hopping matrix whose off-diagonal entries are nonpositive.

## Sites and matrices

```lean
import Mathlib

open Matrix

namespace ImprovedLatticeAction

variable {n : Type*} [Fintype n] [DecidableEq n]
```

The type `n` is the set of sites. It is finite but otherwise arbitrary, so no lattice geometry or dimension is assumed. A potential is a function `V : n → ℝ`, and a hopping matrix is a `Matrix n n ℝ`, a real square array indexed by sites.

```lean
/-- The commutator of two matrices. -/
def comm (A B : Matrix n n ℝ) : Matrix n n ℝ := A * B - B * A
```

This is the usual commutator, [A, B] = AB − BA, with `*` the matrix product.

```lean
/-- The hopping matrix with the double-commutator correction, `K + (τ²/24) [V, [K, V]]`,
for a site potential `V`. -/
noncomputable def correctedHopping (τ : ℝ) (V : n → ℝ) (K : Matrix n n ℝ) : Matrix n n ℝ :=
  K + (τ ^ 2 / 24) • comm (diagonal V) (comm K (diagonal V))
```

`correctedHopping τ V K` is K'. The expression `diagonal V` turns the list of site potentials into a diagonal matrix, and `•` multiplies a matrix by a number. K need not be symmetric. A Hermitian hopping matrix with real entries is, and the entry formula below shows that K' then is too.

## The correction rescales each bond

```lean
/-- The correction rescales each hopping amplitude by a factor set by the potential
difference between the two sites. -/
theorem correctedHopping_apply (τ : ℝ) (V : n → ℝ) (K : Matrix n n ℝ) (i j : n) :
    correctedHopping τ V K i j = K i j * (1 - τ ^ 2 * (V i - V j) ^ 2 / 24) := by
  simp only [correctedHopping, comm, Matrix.add_apply, Matrix.smul_apply, Matrix.sub_apply,
    Matrix.diagonal_mul, Matrix.mul_diagonal, smul_eq_mul]
  ring
```

A theorem in Lean has its name and hypotheses first, then a colon and the claim, and the proof after `:=`. The claim here is

K'_ij = K_ij (1 − τ²(V_i − V_j)²/24).

By hand, start with the inner commutator. Multiplying by a diagonal matrix on the right scales columns, and on the left it scales rows:

[K, V]_ij = K_ij V_j − V_i K_ij = −K_ij (V_i − V_j)

The outer commutator multiplies this by one more potential difference:

[V, [K, V]]_ij = (V_i − V_j) [K, V]_ij = −K_ij (V_i − V_j)²

Multiplying by τ²/24 and adding K_ij gives the formula. In the proof, `simp only` writes out the matrix entries by the same row and column rules, and `ring` does the remaining algebra.

In a calculation, therefore, no matrix products are needed to form K': each stored amplitude is multiplied by one number. With hopping −1, τ = 0.1 and a potential step of 10, the factor is 1 − 1/24, about 0.958. With τ = 0.5 and a step of 12, it is 1 − 36/24 = −0.5, and the hopping −1 becomes +0.5. Diagonal entries of K are unchanged.

## When one bond changes sign

```lean
/-- For `τ ≥ 0`, a nonpositive amplitude becomes positive exactly when it is nonzero and the
potential step across the bond satisfies `√24 < τ |V i - V j|`. -/
theorem wrong_sign_iff {τ : ℝ} (hτ : 0 ≤ τ) (V : n → ℝ) (K : Matrix n n ℝ) {i j : n}
    (hK : K i j ≤ 0) :
    0 < correctedHopping τ V K i j ↔ K i j ≠ 0 ∧ √24 < τ * |V i - V j| := by
  have hx : 0 ≤ τ * |V i - V j| := mul_nonneg hτ (abs_nonneg _)
  have hsq : τ ^ 2 * (V i - V j) ^ 2 = (τ * |V i - V j|) ^ 2 := by
    rw [mul_pow, sq_abs]
  rw [correctedHopping_apply, hsq]
  generalize τ * |V i - V j| = x at hx
  have h24 : √(24 : ℝ) ^ 2 = 24 := Real.sq_sqrt (by norm_num)
  have h0 : 0 ≤ √(24 : ℝ) := Real.sqrt_nonneg _
  constructor
  · intro h
    refine ⟨fun hz => by simp [hz] at h, ?_⟩
    by_contra hle
    have hle' : x ≤ √24 := not_lt.mp hle
    have h1 : x ^ 2 ≤ 24 := by nlinarith
    nlinarith [mul_nonneg (neg_nonneg.mpr hK) (sub_nonneg.mpr h1)]
  · rintro ⟨hne, hlt⟩
    have h1 : 24 < x ^ 2 := by nlinarith
    exact mul_pos_of_neg_of_neg (lt_of_le_of_ne hK hne) (by linarith)
```

The hypotheses are τ ≥ 0 and K_ij ≤ 0 for the pair considered. The symbol `↔` means "if and only if". The corrected entry is positive exactly when K_ij ≠ 0 and τ|V_i − V_j| > √24, where √24 is about 4.90.

Put x = τ|V_i − V_j|, so that x ≥ 0 and

K'_ij = K_ij (1 − x²/24).

Suppose K'_ij > 0. Then K_ij cannot be zero. If x ≤ √24, the bracket would be nonnegative and K'_ij would be at most zero, a contradiction; so x > √24. Conversely, if K_ij < 0 and x > √24, both factors are negative and their product is positive.

The Lean proof makes the same substitution with `generalize`, and `constructor` separates the two directions. The tactic `nlinarith` supplies the inequalities between x and x². At x = √24 the corrected amplitude is zero: the bond is cut, but its sign is not wrong.

## The criterion for the whole matrix

```lean
/-- Let all off-diagonal hopping amplitudes be nonpositive and `τ ≥ 0`. They stay nonpositive
after the correction exactly when `τ |V i - V j| ≤ √24` on every bond with nonzero hopping. -/
theorem offDiag_nonpos_iff {τ : ℝ} (hτ : 0 ≤ τ) (V : n → ℝ) (K : Matrix n n ℝ)
    (hK : ∀ i j, i ≠ j → K i j ≤ 0) :
    (∀ i j, i ≠ j → correctedHopping τ V K i j ≤ 0) ↔
      ∀ i j, i ≠ j → K i j ≠ 0 → τ * |V i - V j| ≤ √24 := by
  constructor
  · intro h i j hij hne
    by_contra hlt
    exact absurd ((wrong_sign_iff hτ V K (hK i j hij)).mpr ⟨hne, not_le.mp hlt⟩)
      (not_lt.mpr (h i j hij))
  · intro h i j hij
    by_contra hlt
    obtain ⟨hne, hx⟩ := (wrong_sign_iff hτ V K (hK i j hij)).mp (not_le.mp hlt)
    exact absurd hx (not_lt.mpr (h i j hij hne))
```

Now every off-diagonal entry of K is assumed nonpositive, which is the usual sign convention for hopping −t with t ≥ 0. This is hypothesis `hK`. Call a pair of distinct sites with K_ij ≠ 0 a bond. All off-diagonal entries of K' are nonpositive exactly when

τ|V_i − V_j| ≤ √24 on every bond.

This is the previous theorem negated and applied to each pair. If a bond violated the bound, its corrected entry would be positive; if a corrected entry were positive, its pair would be a bond violating the bound. The two uses of `by_contra` are these two arguments. Large potential differences between sites without direct hopping do no harm.

## From hopping signs to propagator signs

```lean
/-- The exponential of a matrix with nonnegative entries has nonnegative entries. -/
theorem exp_entry_nonneg (B : Matrix n n ℝ) (hB : ∀ i j, 0 ≤ B i j) (i j : n) :
    0 ≤ NormedSpace.exp B i j := by
  have hpow : ∀ (k : ℕ) (a b : n), 0 ≤ (B ^ k) a b := by
    intro k
    induction k with
    | zero =>
      intro a b
      rw [pow_zero, Matrix.one_apply]
      split_ifs <;> norm_num
    | succ k ih =>
      intro a b
      rw [pow_succ, Matrix.mul_apply]
      exact Finset.sum_nonneg fun c _ => mul_nonneg (ih a c) (hB c b)
  have h : HasSum (fun k : ℕ => ((k.factorial : ℝ)⁻¹) • B ^ k) (NormedSpace.exp B) := by
    let : NormedRing (Matrix n n ℝ) := Matrix.linftyOpNormedRing
    let : NormedAlgebra ℝ (Matrix n n ℝ) := Matrix.linftyOpNormedAlgebra
    have : CompleteSpace (Matrix n n ℝ) := FiniteDimensional.complete ℝ _
    exact NormedSpace.exp_series_hasSum_exp' B
  -- read the power series entry by entry
  have h' : HasSum (fun k : ℕ => ((k.factorial : ℝ)⁻¹) * (B ^ k) i j)
      (NormedSpace.exp B i j) :=
    h.map (AddMonoidHom.mk' (fun M : Matrix n n ℝ => M i j) (fun _ _ => rfl))
      (continuous_id.matrix_elem i j)
  rw [← h'.tsum_eq]
  exact tsum_nonneg fun k => mul_nonneg (by positivity) (hpow k i j)
```

The weights are entries of an exponential, so the signs have to be carried over from the generator. `NormedSpace.exp B` is the matrix exponential, not the exponential of each entry. The theorem says that if all B_ij ≥ 0, then all entries of exp(B) are nonnegative.

By hand, the identity matrix has nonnegative entries, and

(B^(k+1))_ij = Σ_c (B^k)_ic B_cj

is a sum of nonnegative terms if B^k has nonnegative entries. By induction every power does, and hence so does

exp(B)_ij = Σ_k (B^k)_ij / k!.

In the proof, `hpow` is the induction, `h` is the convergent matrix series, and `h'` is that series read at the entry i, j.

```lean
/-- The imaginary-time propagator `exp (-s A)` has nonnegative entries for all `s ≥ 0` exactly
when the off-diagonal entries of `A` are nonpositive. -/
theorem propagator_nonneg_iff (A : Matrix n n ℝ) :
    (∀ s : ℝ, 0 ≤ s → ∀ i j, 0 ≤ NormedSpace.exp (s • (-A)) i j) ↔
      ∀ i j, i ≠ j → A i j ≤ 0 := by
  constructor
  · intro h i j hij
    -- the entry starts at zero with slope `-A i j`
    have hd : HasDerivAt (fun s : ℝ => NormedSpace.exp (s • (-A)) i j) ((-A) i j) 0 := by
      let : NormedRing (Matrix n n ℝ) := Matrix.linftyOpNormedRing
      let : NormedAlgebra ℝ (Matrix n n ℝ) := Matrix.linftyOpNormedAlgebra
      have : CompleteSpace (Matrix n n ℝ) := FiniteDimensional.complete ℝ _
      have h1 : HasDerivAt (fun s : ℝ => NormedSpace.exp (s • (-A))) (-A) 0 := by
        have h0 := hasDerivAt_exp_smul_const (-A) (0 : ℝ)
        rwa [zero_smul, NormedSpace.exp_zero, one_mul] at h0
      let L : Matrix n n ℝ →ₗ[ℝ] ℝ :=
        { toFun := fun M => M i j
          map_add' := fun _ _ => rfl
          map_smul' := fun _ _ => rfl }
      exact (LinearMap.toContinuousLinearMap L).hasFDerivAt.comp_hasDerivAt (0 : ℝ) h1
    have hlim : 0 ≤ (-A) i j := by
      refine ge_of_tendsto hd.tendsto_slope_zero_right ?_
      filter_upwards [self_mem_nhdsWithin] with t ht
      have ht' : 0 < t := ht
      have hz : NormedSpace.exp ((0 : ℝ) • (-A)) i j = 0 := by
        rw [zero_smul, NormedSpace.exp_zero, Matrix.one_apply_ne hij]
      rw [zero_add, hz, sub_zero, smul_eq_mul]
      exact mul_nonneg (inv_nonneg.mpr ht'.le) (h t ht'.le i j)
    rw [Matrix.neg_apply] at hlim
    linarith
  · intro h s hs i j
    -- a scalar shift `c` makes every entry of `c - A` nonnegative
    obtain ⟨c, hc⟩ : ∃ c : ℝ, ∀ k, A k k ≤ c :=
      ⟨∑ k, |A k k|, fun k => (le_abs_self _).trans
        (Finset.single_le_sum (f := fun k => |A k k|) (fun _ _ => abs_nonneg _)
          (Finset.mem_univ k))⟩
    have hB : ∀ a b, 0 ≤ (s • (c • (1 : Matrix n n ℝ) - A)) a b := by
      intro a b
      rw [Matrix.smul_apply, Matrix.sub_apply, Matrix.smul_apply, smul_eq_mul, smul_eq_mul]
      refine mul_nonneg hs ?_
      by_cases hab : a = b
      · subst hab
        rw [Matrix.one_apply_eq]
        linarith [hc a]
      · rw [Matrix.one_apply_ne hab]
        linarith [h a b hab]
    have hsplit : s • (-A) = algebraMap ℝ (Matrix n n ℝ) (-(s * c)) +
        s • (c • (1 : Matrix n n ℝ) - A) := by
      rw [Algebra.algebraMap_eq_smul_one]
      module
    have he : NormedSpace.exp (algebraMap ℝ (Matrix n n ℝ) (-(s * c))) =
        algebraMap ℝ (Matrix n n ℝ) (Real.exp (-(s * c))) := by
      let : NormedRing (Matrix n n ℝ) := Matrix.linftyOpNormedRing
      let : NormedAlgebra ℝ (Matrix n n ℝ) := Matrix.linftyOpNormedAlgebra
      have : CompleteSpace (Matrix n n ℝ) := FiniteDimensional.complete ℝ _
      rw [Real.exp_eq_exp_ℝ]
      exact (NormedSpace.algebraMap_exp_comm (-(s * c))).symm
    have hcomm : Commute (algebraMap ℝ (Matrix n n ℝ) (-(s * c)))
        (s • (c • (1 : Matrix n n ℝ) - A)) := by
      change _ * _ = _ * _
      exact Algebra.commutes _ _
    rw [hsplit, Matrix.exp_add_of_commute _ _ hcomm, he,
      Algebra.algebraMap_eq_smul_one, smul_mul_assoc, one_mul, Matrix.smul_apply, smul_eq_mul]
    exact mul_nonneg (Real.exp_pos _).le (exp_entry_nonneg _ hB i j)
```

Here A is any real square matrix, and s is an imaginary time that varies independently of τ. All entries of exp(−sA) are nonnegative for all s ≥ 0 exactly when all off-diagonal entries of A are nonpositive.

For the forward direction, take i ≠ j and expand at small s:

exp(−sA)_ij = −s A_ij + O(s²)

The left side is nonnegative for s > 0. Dividing by s and letting s go to zero gives −A_ij ≥ 0. In Lean, `hd` is the derivative at zero, and `hlim` takes the limit of the quotient from the right.

For the reverse direction, the diagonal of −A may be negative, so the previous theorem does not apply directly. Choose c at least as large as every diagonal entry of A. Then c·1 − A has only nonnegative entries, where 1 is the identity matrix. Since a multiple of the identity commutes with everything,

exp(−sA) = e^(−sc) exp(s(c·1 − A)).

The first factor is a positive number, and the second has nonnegative entries. Lean takes c to be the sum of |A_kk|. The step `hB` checks the shifted entries, `hsplit` writes the sum in the exponent, and `hcomm` permits its factorisation. Physically, the shift moves the zero of energy.

```lean
/-- For nonpositive off-diagonal hopping and `τ ≥ 0`, the propagator of the corrected hopping
matrix has nonnegative entries at all imaginary times `s ≥ 0` exactly when
`τ |V i - V j| ≤ √24` on every bond with nonzero hopping. -/
theorem corrected_propagator_nonneg_iff {τ : ℝ} (hτ : 0 ≤ τ) (V : n → ℝ) (K : Matrix n n ℝ)
    (hK : ∀ i j, i ≠ j → K i j ≤ 0) :
    (∀ s : ℝ, 0 ≤ s → ∀ i j, 0 ≤ NormedSpace.exp (s • (-correctedHopping τ V K)) i j) ↔
      ∀ i j, i ≠ j → K i j ≠ 0 → τ * |V i - V j| ≤ √24 :=
  (propagator_nonneg_iff _).trans (offDiag_nonpos_iff hτ V K hK)
```

Setting A = K' and chaining the two equivalences with `.trans` gives the criterion for the corrected propagator: exp(−sK') has nonnegative entries for all s ≥ 0 exactly when τ|V_i − V_j| ≤ √24 on every bond. The τ inside K' stays fixed while s varies.

A simulation uses the single value s = τ. The bound then guarantees nonnegative entries. If it fails, some s gives a negative entry, but this need not be s = τ, because positive contributions from indirect routes between two sites can outweigh a wrong-sign direct hop.

For one particle, the weight of a closed path i_1, i_2, …, i_M, i_1 is a product over slices of factors

exp(−τK')_(i_k i_(k+1)) · e^(−τV at site i_(k+1)).

Under the bound, each factor is nonnegative, and so is the weight. The step to several fermions needs a separate argument, since exchange signs enter their weights even when every one-particle entry is nonnegative.

## A triangle whose wrong sign no choice of basis signs removes

```lean
/-- On a triangle with hopping `-1` on every bond and site potentials `0, v, 2v`, where
`6 < (τ v)² < 24`, no choice of signs for the site basis states makes all corrected hoppings
nonpositive. -/
theorem triangle_frustrated (τ v : ℝ) (h6 : 6 < (τ * v) ^ 2) (h24 : (τ * v) ^ 2 < 24) :
    ¬ ∃ g : Fin 3 → ℝ, (∀ i, g i = 1 ∨ g i = -1) ∧ ∀ i j, i ≠ j →
      g i * correctedHopping τ ![0, v, 2 * v] !![0, -1, -1; -1, 0, -1; -1, -1, 0] i j * g j
        ≤ 0 := by
  rintro ⟨g, hg, h⟩
  have a := h 0 1 (by decide)
  have b := h 1 2 (by decide)
  have c := h 0 2 (by decide)
  rw [correctedHopping_apply] at a b c
  change g 0 * (-1 * (1 - τ ^ 2 * (0 - v) ^ 2 / 24)) * g 1 ≤ 0 at a
  change g 1 * (-1 * (1 - τ ^ 2 * (v - 2 * v) ^ 2 / 24)) * g 2 ≤ 0 at b
  change g 0 * (-1 * (1 - τ ^ 2 * (0 - 2 * v) ^ 2 / 24)) * g 2 ≤ 0 at c
  -- two bonds ask for equal signs, the third for opposite signs
  rcases hg 0 with h0 | h0 <;> rcases hg 1 with h1 | h1 <;> rcases hg 2 with h2 | h2 <;>
    rw [h0, h1] at a <;> rw [h1, h2] at b <;> rw [h0, h2] at c <;> nlinarith

end ImprovedLatticeAction
```

A positive hopping amplitude is sometimes only a matter of convention: replacing the basis state at site i by g_i times itself, with g_i = ±1, changes K'_ij to g_i K'_ij g_j. This example shows that the correction can create a sign that no such choice removes.

The sites are 0, 1 and 2 (the type `Fin 3`), with potentials 0, v and 2v and hopping −1 on all three bonds. The corrected amplitudes are

K'_01 = K'_12 = −1 + (τv)²/24

K'_02 = −1 + (τv)²/6.

For 6 < (τv)² < 24, the first two are negative and the third is positive. At (τv)² = 12, for instance, they are −1/2, −1/2 and +1. Making all transformed amplitudes nonpositive would require

g_0 g_1 = 1, g_1 g_2 = 1, g_0 g_2 = −1.

Multiplying the first two equations gives g_0 g_2 = 1, because g_1² = 1, and this contradicts the third.

In the statement, `¬ ∃ g` says that no such choice of signs exists. The proof extracts the three bond conditions as `a`, `b` and `c`, inserts the corrected amplitudes, and goes through the eight sign choices with `rcases`. In each one, `nlinarith` finds a contradiction with the assumed range of (τv)².

```lean
#print axioms ImprovedLatticeAction.corrected_propagator_nonneg_iff
#print axioms ImprovedLatticeAction.triangle_frustrated
```

```
'ImprovedLatticeAction.corrected_propagator_nonneg_iff' depends on axioms: [propext, Classical.choice, Quot.sound]
'ImprovedLatticeAction.triangle_frustrated' depends on axioms: [propext, Classical.choice, Quot.sound]
```
